# For a Hermitian matrix, the folded-spectrum minimum is the squared distance from the target to the nearest eigenvalue

Let \(H\) be a Hermitian operator on a finite-dimensional complex state space, and let \(m\) be a real target energy. If \(E\) is an eigenvalue of \(H\) nearest to \(m\), then

\[
\min_{\|x\|=1}\|Hx-mx\|^2=(E-m)^2 .
\]

If \(E\) is the only nearest eigenvalue, degenerate or not, the minimisers are exactly the unit vectors with \(Hx=Ex\). For the matrix of a one-electron Hamiltonian in a finite orthonormal basis, this turns the search for a state inside the spectrum, for example near a band gap, into a minimisation. The result concerns the exact minimum over the whole space, not a restricted trial family or the convergence of an algorithm.

## The folded energy and the levels

```lean
import Mathlib

open Module

namespace FoldedSpectrum

noncomputable section

variable {V : Type*} [NormedAddCommGroup V] [InnerProductSpace ℂ V]
```

`V` is the state space, a complex vector space with an inner product. Lean's inner product is conjugate-linear in its first argument, as in Dirac notation.

```lean
/-- The folded-spectrum functional: the squared norm of `H x - m x` for target energy `m`. -/
def foldedEnergy (H : V →ₗ[ℂ] V) (m : ℝ) (x : V) : ℝ := ‖H x - (m : ℂ) • x‖ ^ 2
```

The type `V →ₗ[ℂ] V` is that of linear operators on `V`. The function `foldedEnergy H m x` is \(\|Hx-mx\|^2\), and `(m : ℂ)` is the real number \(m\) read as a complex one. The definition accepts any vector; normalisation enters in the theorems.

```lean
/-- The real number `E` is an energy level of `H`: some unit vector satisfies `H x = E x`. -/
def IsLevel (H : V →ₗ[ℂ] V) (E : ℝ) : Prop := ∃ x : V, ‖x‖ = 1 ∧ H x = (E : ℂ) • x
```

A level is a real eigenvalue, certified by a unit eigenvector. Degeneracy plays no role here: a level is a number, however many independent states share it.

```lean
/-- `E` is a level of `H`, and no level lies closer to the target `m`. -/
def IsNearestLevel (H : V →ₗ[ℂ] V) (m E : ℝ) : Prop :=
  IsLevel H E ∧ ∀ F, IsLevel H F → |E - m| ≤ |F - m|
```

This says that \(E\) is a level and \(|E-m|\le|F-m|\) for every level \(F\). Two levels can both be nearest.

```lean
/-- `E` is a level of `H`, and every other level lies strictly farther from the target `m`. -/
def IsUniqueNearestLevel (H : V →ₗ[ℂ] V) (m E : ℝ) : Prop :=
  IsLevel H E ∧ ∀ F, IsLevel H F → F ≠ E → |E - m| < |F - m|
```

Here the inequality is strict for every level \(F\ne E\), which excludes a tie.

## Expansion in eigenstates

```lean
/-- On an eigenvector with energy `F` the folded energy is `(F - m)²` times the squared norm. -/
theorem foldedEnergy_of_eigenvector {H : V →ₗ[ℂ] V} {F : ℝ} {x : V}
    (h : H x = (F : ℂ) • x) (m : ℝ) : foldedEnergy H m x = (F - m) ^ 2 * ‖x‖ ^ 2 := by
  unfold foldedEnergy
  rw [h, ← sub_smul, norm_smul, mul_pow, ← Complex.ofReal_sub, Complex.norm_real,
    Real.norm_eq_abs, sq_abs]
```

If \(Hx=Fx\), then \(Hx-mx=(F-m)x\), and taking the squared norm gives \((F-m)^2\|x\|^2\). The command `rw` rewrites the goal with these identities in turn.

```lean
/-- In an orthonormal eigenbasis, the folded energy is the sum of the squared distances `(e i - m)²`
weighted by the squared moduli of the components of `x`. -/
theorem foldedEnergy_expansion {ι : Type*} [Fintype ι] {H : V →ₗ[ℂ] V} (hH : H.IsSymmetric)
    (u : OrthonormalBasis ι ℂ V) (e : ι → ℝ) (hu : ∀ i, H (u i) = (e i : ℂ) • u i)
    (m : ℝ) (x : V) :
    foldedEnergy H m x = ∑ i, (e i - m) ^ 2 * ‖inner ℂ (u i) x‖ ^ 2 := by
  unfold foldedEnergy
  rw [← u.sum_sq_norm_inner_right]
  refine Finset.sum_congr rfl fun i _ => ?_
  -- each component of the residual is the component of `x` times `e i - m`
  have h : inner ℂ (u i) (H x - (m : ℂ) • x) = ((e i - m : ℝ) : ℂ) * inner ℂ (u i) x := by
    rw [inner_sub_right, inner_smul_right, ← hH (u i) x, hu i, inner_smul_left,
      Complex.conj_ofReal]
    push_cast
    ring
  rw [h, norm_mul, mul_pow, Complex.norm_real, Real.norm_eq_abs, sq_abs]
```

Let \(u_i\) be an orthonormal basis with \(Hu_i=e_iu_i\), and write \(c_i=\langle u_i,x\rangle\). The hypothesis `H.IsSymmetric` means \(\langle Hx,y\rangle=\langle x,Hy\rangle\) for all \(x,y\). Hence

\[
\langle u_i,Hx-mx\rangle=\langle Hu_i,x\rangle-m c_i=(e_i-m)c_i ,
\]

and Parseval's identity gives

\[
\|Hx-mx\|^2=\sum_i(e_i-m)^2|c_i|^2 .
\]

The intermediate statement `h` is the component formula.

```lean
variable [FiniteDimensional ℂ V]

/-- A symmetric operator has an orthonormal basis of eigenvectors with real energies. -/
theorem exists_eigenbasis {H : V →ₗ[ℂ] V} (hH : H.IsSymmetric) :
    ∃ (u : OrthonormalBasis (Fin (finrank ℂ V)) ℂ V) (e : Fin (finrank ℂ V) → ℝ),
      ∀ i, H (u i) = (e i : ℂ) • u i :=
  ⟨hH.eigenvectorBasis rfl, hH.eigenvalues rfl, fun i => hH.apply_eigenvectorBasis rfl i⟩
```

From here on the space is finite-dimensional. Mathlib's spectral theorem supplies the eigenbasis \(u_i\) and the real energies \(e_i\), with repetitions for degenerate levels.

## The minimum value

```lean
/-- Let `H` be symmetric. If every level is at least as far from `m` as `E` is, the folded energy of
any vector is at least `(E - m)²` times its squared norm. -/
theorem foldedEnergy_lower_bound {H : V →ₗ[ℂ] V} (hH : H.IsSymmetric) {m E : ℝ}
    (hE : ∀ F, IsLevel H F → |E - m| ≤ |F - m|) (x : V) :
    (E - m) ^ 2 * ‖x‖ ^ 2 ≤ foldedEnergy H m x := by
  obtain ⟨u, e, hu⟩ := exists_eigenbasis hH
  rw [foldedEnergy_expansion hH u e hu, ← u.sum_sq_norm_inner_right x, Finset.mul_sum]
  refine Finset.sum_le_sum fun i _ => mul_le_mul_of_nonneg_right ?_ (sq_nonneg _)
  exact sq_le_sq.mpr (hE _ ⟨u i, u.orthonormal.1 i, hu i⟩)
```

Suppose no level is closer to \(m\) than \(E\). Each \(e_i\) is a level, so \((e_i-m)^2\ge(E-m)^2\), and

\[
\|Hx-mx\|^2=\sum_i(e_i-m)^2|c_i|^2\ge(E-m)^2\sum_i|c_i|^2=(E-m)^2\|x\|^2 .
\]

`Finset.sum_le_sum` compares the two sums term by term.

```lean
/-- For a symmetric operator on a nonzero state space, every target energy has a nearest level. -/
theorem exists_nearestLevel [Nontrivial V] {H : V →ₗ[ℂ] V} (hH : H.IsSymmetric) (m : ℝ) :
    ∃ E, IsNearestLevel H m E := by
  obtain ⟨u, e, hu⟩ := exists_eigenbasis hH
  have : Nonempty (Fin (finrank ℂ V)) := ⟨⟨0, finrank_pos⟩⟩
  obtain ⟨k, hk⟩ := Finite.exists_min fun i => |e i - m|
  refine ⟨e k, ⟨u k, u.orthonormal.1 k, hu k⟩, ?_⟩
  rintro F ⟨x, hx, hF⟩
  -- compare the two expressions for the folded energy of the eigenvector `x`
  have h1 := foldedEnergy_of_eigenvector hF m
  have h2 : (e k - m) ^ 2 * ‖x‖ ^ 2 ≤ foldedEnergy H m x := by
    rw [foldedEnergy_expansion hH u e hu, ← u.sum_sq_norm_inner_right x, Finset.mul_sum]
    exact Finset.sum_le_sum fun i _ =>
      mul_le_mul_of_nonneg_right (sq_le_sq.mpr (hk i)) (sq_nonneg _)
  rw [h1, hx] at h2
  exact sq_le_sq.mp (by linarith)
```

`Nontrivial V` says that the space contains a nonzero vector. Among the finitely many \(e_i\), choose \(e_k\) with \(|e_k-m|\) smallest. It remains to compare it with an arbitrary level \(F\), which has a unit eigenvector \(x\). Computing the folded energy of \(x\) in two ways gives

\[
(F-m)^2=\sum_i(e_i-m)^2|c_i|^2\ge(e_k-m)^2 .
\]

So \(e_k\) is nearest among all levels.

```lean
/-- Folded-spectrum principle: for symmetric `H`, the minimum of `‖H x - m x‖²` over unit vectors is
`(E - m)²`, where `E` is a level nearest to `m`. -/
theorem isLeast_foldedEnergy {H : V →ₗ[ℂ] V} (hH : H.IsSymmetric) {m E : ℝ}
    (hE : IsNearestLevel H m E) :
    IsLeast (foldedEnergy H m '' {x | ‖x‖ = 1}) ((E - m) ^ 2) := by
  constructor
  · obtain ⟨x, hx, h⟩ := hE.1
    exact ⟨x, hx, by rw [foldedEnergy_of_eigenvector h, hx]; ring⟩
  · rintro _ ⟨x, hx, rfl⟩
    have h := foldedEnergy_lower_bound hH hE.2 x
    rw [Set.mem_ofPred_eq.mp hx] at h
    linarith
```

The set `foldedEnergy H m '' {x | ‖x‖ = 1}` contains all folded energies of unit vectors. `IsLeast` says that \((E-m)^2\) belongs to this set and is a lower bound for it. A unit eigenvector for \(E\) gives membership, and the previous inequality with \(\|x\|=1\) gives the bound.

The same inequality yields a neighbouring result, an error bar for an approximate eigenvector. If \(x\) is a unit vector and \(r=\|Hx-mx\|\), then \(|E-m|\le r\), so at least one eigenvalue lies in \([m-r,m+r]\).

## The minimisers when one level is nearest

```lean
/-- Let `H` be symmetric. If `E` is the only level nearest to `m`, a unit vector minimises the
folded energy exactly when it is an eigenvector of `H` with energy `E`. -/
theorem isMinOn_iff_eigenvector {H : V →ₗ[ℂ] V} (hH : H.IsSymmetric) {m E : ℝ}
    (hE : IsUniqueNearestLevel H m E) {x : V} (hx : ‖x‖ = 1) :
    IsMinOn (foldedEnergy H m) {y | ‖y‖ = 1} x ↔ H x = (E : ℂ) • x := by
  have hnear : ∀ F, IsLevel H F → |E - m| ≤ |F - m| := fun F hF => by
    by_cases h : F = E
    · rw [h]
    · exact (hE.2 F hF h).le
  have hleast := isLeast_foldedEnergy hH ⟨hE.1, hnear⟩
  constructor
  · intro hmin
    obtain ⟨y, hy, hyE⟩ := hleast.1
    have hval : foldedEnergy H m x = (E - m) ^ 2 :=
      le_antisymm (hyE ▸ isMinOn_iff.mp hmin y hy) (hleast.2 ⟨x, hx, rfl⟩)
    obtain ⟨u, e, hu⟩ := exists_eigenbasis hH
    have hlev : ∀ i, IsLevel H (e i) := fun i => ⟨u i, u.orthonormal.1 i, hu i⟩
    -- the excess over the minimum is a vanishing sum of nonnegative terms
    have hsum : ∑ i, ((e i - m) ^ 2 - (E - m) ^ 2) * ‖inner ℂ (u i) x‖ ^ 2 = 0 := by
      simp only [sub_mul, Finset.sum_sub_distrib, ← Finset.mul_sum]
      rw [← foldedEnergy_expansion hH u e hu, u.sum_sq_norm_inner_right, hx, hval]
      ring
    have hzero := (Finset.sum_eq_zero_iff_of_nonneg fun i _ =>
      mul_nonneg (sub_nonneg.mpr (sq_le_sq.mpr (hnear _ (hlev i)))) (sq_nonneg _)).mp hsum
    -- hence the residual with respect to `E` itself vanishes
    have hres : foldedEnergy H E x = 0 := by
      rw [foldedEnergy_expansion hH u e hu]
      refine Finset.sum_eq_zero fun i _ => ?_
      by_cases h : e i = E
      · simp [h]
      · have hlt := sq_lt_sq.mpr (hE.2 _ (hlev i) h)
        rcases mul_eq_zero.mp (hzero i (Finset.mem_univ i)) with h1 | h1
        · linarith
        · rw [h1, mul_zero]
    exact sub_eq_zero.mp (norm_eq_zero.mp ((pow_eq_zero_iff two_ne_zero).mp hres))
  · intro h
    refine isMinOn_iff.mpr fun y hy => ?_
    rw [foldedEnergy_of_eigenvector h, hx, one_pow, mul_one]
    exact hleast.2 ⟨y, hy, rfl⟩
```

`IsMinOn f s x` says that \(f(x)\le f(y)\) for every \(y\) in \(s\); the hypothesis `hx` places \(x\) itself on the unit sphere.

Suppose that \(x\) is a minimiser. Its folded energy is \((E-m)^2\), and \(\sum_i|c_i|^2=1\), so

\[
\sum_i\bigl[(e_i-m)^2-(E-m)^2\bigr]|c_i|^2=0 .
\]

No term is negative, so each one vanishes. When \(e_i\ne E\), uniqueness makes the bracket positive, which forces \(c_i=0\). Therefore

\[
\|Hx-Ex\|^2=\sum_i(e_i-E)^2|c_i|^2=0 ,
\]

since each term has either \(e_i=E\) or \(c_i=0\). This is `hres`, the expansion used again with target \(E\), and it gives \(Hx=Ex\). Conversely, a unit eigenvector for \(E\) has folded energy \((E-m)^2\), the minimum.

## A target midway between two levels

```lean
/-- Let `H` be symmetric and `d ≠ 0`. If `m + d` and `m - d` are both levels nearest to `m`, a
normalised sum of nonzero eigenvectors from the two levels minimises the folded energy but is not an
eigenvector of `H`. -/
theorem tie_minimiser_not_eigenvector {H : V →ₗ[ℂ] V} (hH : H.IsSymmetric) {m d : ℝ}
    (hd : d ≠ 0) (hE : IsNearestLevel H m (m + d)) {u v : V} (hu0 : u ≠ 0) (hv0 : v ≠ 0)
    (hu : H u = ((m + d : ℝ) : ℂ) • u) (hv : H v = ((m - d : ℝ) : ℂ) • v)
    (huv : ‖u + v‖ = 1) :
    IsMinOn (foldedEnergy H m) {y | ‖y‖ = 1} (u + v) ∧
      ∀ F : ℂ, H (u + v) ≠ F • (u + v) := by
  have hdC : (d : ℂ) ≠ 0 := Complex.ofReal_ne_zero.mpr hd
  -- eigenvectors of different levels are orthogonal
  have horth : inner ℂ u v = 0 := by
    have h := hH u v
    rw [hu, hv, inner_smul_left, inner_smul_right, Complex.conj_ofReal] at h
    push_cast at h
    have h2 : (d : ℂ) * inner ℂ u v = 0 := by linear_combination h / 2
    exact (mul_eq_zero.mp h2).resolve_left hdC
  have horth' : inner ℂ v u = 0 := inner_eq_zero_symm.mp horth
  constructor
  · have hnorm : ‖u - v‖ ^ 2 = ‖u + v‖ ^ 2 := by
      rw [norm_sub_sq (𝕜 := ℂ), norm_add_sq (𝕜 := ℂ), horth]
      simp
    have hres : H (u + v) - (m : ℂ) • (u + v) = (d : ℂ) • (u - v) := by
      rw [map_add, hu, hv]
      push_cast
      module
    have hval : foldedEnergy H m (u + v) = (m + d - m) ^ 2 := by
      unfold foldedEnergy
      rw [hres, norm_smul, mul_pow, hnorm, huv, Complex.norm_real, Real.norm_eq_abs, sq_abs]
      ring
    refine isMinOn_iff.mpr fun y hy => ?_
    rw [hval]
    exact (isLeast_foldedEnergy hH hE).2 ⟨y, hy, rfl⟩
  · intro F hF
    rw [map_add, hu, hv] at hF
    -- project the eigenvalue equation on `u` and on `v`
    have h1 := congrArg (fun w => inner ℂ u w) hF
    have h2 := congrArg (fun w => inner ℂ v w) hF
    simp only [inner_add_right, inner_smul_right, horth, horth', mul_zero, add_zero,
      zero_add] at h1 h2
    have e1 := mul_right_cancel₀ (inner_self_ne_zero.mpr hu0) h1
    have e2 := mul_right_cancel₀ (inner_self_ne_zero.mpr hv0) h2
    push_cast at e1 e2
    exact hdC (by linear_combination (e1 - e2) / 2)
```

Let \(Hu=(m+d)u\) and \(Hv=(m-d)v\), with \(d\ne0\), both vectors nonzero and \(\|u+v\|=1\). Symmetry gives \((m+d)\langle u,v\rangle=(m-d)\langle u,v\rangle\), so \(\langle u,v\rangle=0\) and \(\|u-v\|=\|u+v\|=1\). Then

\[
H(u+v)-m(u+v)=d(u-v),
\]

whose squared norm is \(d^2\). Since \(m+d\) is a nearest level, this is the minimum.

If \(u+v\) were an eigenvector with eigenvalue \(F\), projection on \(u\) would give \(F=m+d\) and projection on \(v\) would give \(F=m-d\), contradicting \(d\ne0\). At a tie, then, minimisation can return a superposition of eigenstates with two different energies, which is not itself an eigenstate.

## Two levels in numbers

```lean
/-- The two-level Hamiltonian that keeps the first amplitude and reverses the second. -/
def twoLevel : EuclideanSpace ℂ (Fin 2) →ₗ[ℂ] EuclideanSpace ℂ (Fin 2) where
  toFun x := !₂[x 0, -x 1]
  map_add' x y := by ext i; fin_cases i <;> simp [add_comm]
  map_smul' c x := by ext i; fin_cases i <;> simp
```

This operator sends \((x_0,x_1)\) to \((x_0,-x_1)\); it is the Pauli matrix \(\sigma_z\). The two extra fields verify linearity.

```lean
/-- The levels of the two-level Hamiltonian are exactly `1` and `-1`. -/
theorem isLevel_twoLevel_iff (F : ℝ) : IsLevel twoLevel F ↔ F = 1 ∨ F = -1 := by
  constructor
  · rintro ⟨x, hx, h⟩
    have h0 : x 0 = (F : ℂ) * x 0 := congrArg (fun y : EuclideanSpace ℂ (Fin 2) => y 0) h
    have h1 : -x 1 = (F : ℂ) * x 1 := congrArg (fun y : EuclideanSpace ℂ (Fin 2) => y 1) h
    by_cases hx0 : x 0 = 0
    · have hx1 : x 1 ≠ 0 := fun hx1 => by
        have hz : x = 0 := by ext i; fin_cases i <;> simp [hx0, hx1]
        simp [hz] at hx
      have hF : (F : ℂ) = -1 := mul_right_cancel₀ hx1 (by linear_combination -h1)
      exact Or.inr (by exact_mod_cast hF)
    · have hF : (F : ℂ) = 1 := mul_right_cancel₀ hx0 (by linear_combination -h0)
      exact Or.inl (by exact_mod_cast hF)
  · rintro (rfl | rfl)
    · refine ⟨EuclideanSpace.single 0 1, by simp, ?_⟩
      ext i; fin_cases i <;> simp [twoLevel]
    · refine ⟨EuclideanSpace.single 1 1, by simp, ?_⟩
      ext i; fin_cases i <;> simp [twoLevel]
```

The eigenvalue equation reads \(x_0=Fx_0\) and \(-x_1=Fx_1\). A unit vector has a nonzero component, so \(F=1\) or \(F=-1\). The two basis vectors show that both values occur.

```lean
/-- The two-level Hamiltonian is symmetric; `1` is its only level nearest to `1/2`, while
`1` and `-1` are both nearest to `0`. -/
theorem twoLevel_witness : twoLevel.IsSymmetric ∧ IsUniqueNearestLevel twoLevel (1 / 2) 1 ∧
    IsNearestLevel twoLevel 0 1 ∧ IsNearestLevel twoLevel 0 (-1) := by
  refine ⟨fun x y => ?_, ⟨(isLevel_twoLevel_iff 1).mpr (Or.inl rfl), fun F hF hne => ?_⟩,
    ⟨(isLevel_twoLevel_iff 1).mpr (Or.inl rfl), fun F hF => ?_⟩,
    ⟨(isLevel_twoLevel_iff (-1)).mpr (Or.inr rfl), fun F hF => ?_⟩⟩
  · simp [twoLevel, PiLp.inner_apply, Fin.sum_univ_two]
  · rcases (isLevel_twoLevel_iff F).mp hF with rfl | rfl
    · exact absurd rfl hne
    · exact sq_lt_sq.mp (by norm_num)
  · rcases (isLevel_twoLevel_iff F).mp hF with rfl | rfl <;> simp
  · rcases (isLevel_twoLevel_iff F).mp hF with rfl | rfl <;> simp

end

end FoldedSpectrum
```

For \(m=1/2\) the distances to \(1\) and \(-1\) are \(1/2\) and \(3/2\), so \(1\) is the unique nearest level. For \(m=0\) both distances are \(1\).

Take \(m=1/2\) and the unit vector \(x=(3/5,4/5)\). Then \(Hx-mx=(0.3,-1.2)\), and the folded energy is \(0.09+1.44=1.53\). The minimum is \(1/4\), reached at \((1,0)\). For \(m=0\) the folded energy is \(|x_0|^2+|x_1|^2=1\) for every unit vector, so \((1,1)/\sqrt2\) is a minimiser although it is not an eigenvector.

```lean
#print axioms FoldedSpectrum.exists_nearestLevel
#print axioms FoldedSpectrum.isMinOn_iff_eigenvector
#print axioms FoldedSpectrum.tie_minimiser_not_eigenvector
```

```
'FoldedSpectrum.exists_nearestLevel' depends on axioms: [propext, Classical.choice, Quot.sound]
'FoldedSpectrum.isMinOn_iff_eigenvector' depends on axioms: [propext, Classical.choice, Quot.sound]
'FoldedSpectrum.tie_minimiser_not_eigenvector' depends on axioms: [propext, Classical.choice, Quot.sound]
```
